# A safeguarded Broyden update keeps an invertible Jacobian invertible

A self-consistent field (SCF) calculation looks for an input density $x$ at which the residual $F(x)$, output density minus input density, vanishes. Broyden's method keeps a matrix $B$ that approximates the derivative of $F$, and finds the next step $s$ from $Bs=-F(x)$. After the step, $B$ is corrected with the observed residual change $y=F(x+s)-F(x)$. This correction can turn an invertible $B$ into a singular one, and then the linear system for the next step no longer has a unique solution. If the correction comes close to doing so, the next step can be enormous.

The safeguard treated here scales the correction by a factor $t\neq1$ whenever the determinant would otherwise shrink too much. For invertible $B$, $s\neq0$ and a threshold $0<d<1$, the updated matrix $B'$ then satisfies $|\det B'|\ge d\,|\det B|$. The result is for Broyden's first method, with one secant condition per update and a full real matrix, for a density represented by finitely many real numbers. Broyden's second method, which corrects the inverse Jacobian by a different rank-one formula, is not covered.

In Lean, the components of the density are labelled by a finite type `n`. Vectors are functions `n → ℝ`, and $B$ is a `Matrix n n ℝ`.

```lean
import Mathlib

open Matrix

namespace SafeguardedBroyden

noncomputable section

variable {n : Type*} [Fintype n] [DecidableEq n]
```

## How the old Jacobian reads the new data

The vector $B^{-1}y$ is the step that the old Jacobian would associate with the observed residual change. Its component along the actual step, in units of that step, is

$$c=\frac{\langle s,B^{-1}y\rangle}{\langle s,s\rangle}.$$

If the old Jacobian predicted the change correctly, $y=Bs$ and $c=1$.

```lean
/-- The ratio `c = ⟨s, B⁻¹ y⟩ / ⟨s, s⟩` for an invertible Jacobian `B`, a nonzero step `s`
and a residual change `y`. -/
def secantRatio (B : Matrix n n ℝ) (s y : n → ℝ) : ℝ :=
  (s ⬝ᵥ (B⁻¹ *ᵥ y)) / (s ⬝ᵥ s)
```

The name `secantRatio` for $c$ is local to this development. The symbol `⬝ᵥ` is the Euclidean dot product, so `s ⬝ᵥ s` is $\|s\|^2$, and `*ᵥ` applies a matrix to a vector. A metric or preconditioner in the inner product would have to be absorbed into the variables first.

The threshold $d$ is the smallest fraction of $|\det B|$ that one update may leave. The factor $t$ follows from $d$ and $c$:

$$t=\begin{cases}1,&|c|\ge d,\\[2pt](1-d)/(1-c),&0\le c<d,\\[2pt](1+d)/(1-c),&-d<c<0.\end{cases}$$

```lean
/-- The relaxation factor `t` chosen from the threshold `d` and the ratio `c`,
for `0 < d < 1`. -/
def relaxation (d c : ℝ) : ℝ :=
  if d ≤ |c| then 1 else if 0 ≤ c then (1 - d) / (1 - c) else (1 + d) / (1 - c)
```

In SCF work, "relaxation" can mean damping of the density step. Here it scales the change of the Jacobian, and in the third case $t$ exceeds 1.

The update with a general factor $t$ is

$$B'=B+\frac{t}{\langle s,s\rangle}\,(y-Bs)\,s^{T}.$$

```lean
/-- The Broyden update with its rank-one correction scaled by `t`:
`B + t (y - B s) sᵀ / ⟨s, s⟩`, for a nonzero step `s`. -/
def relaxedUpdate (B : Matrix n n ℝ) (s y : n → ℝ) (t : ℝ) : Matrix n n ℝ :=
  B + (t / (s ⬝ᵥ s)) • vecMulVec (y - B *ᵥ s) s
```

`vecMulVec a b` is the outer product $ab^T$. Setting $t=1$ gives Broyden's original update, and inserting the chosen $t$ gives the safeguarded one.

```lean
/-- The safeguarded Broyden update: the relaxed update with `t` chosen from the ratio `c`,
for an invertible `B`, a nonzero step `s` and `0 < d < 1`. -/
def safeguardedUpdate (B : Matrix n n ℝ) (s y : n → ℝ) (d : ℝ) : Matrix n n ℝ :=
  relaxedUpdate B s y (relaxation d (secantRatio B s y))
```

## The determinant after a rank-one correction

Since $y-Bs=B(B^{-1}y-s)$, the old Jacobian can be pulled out on the left:

$$B'=B\,(1+us^{T}),\qquad u=\frac{t}{\langle s,s\rangle}\,(B^{-1}y-s).$$

The matrix $1+us^T$ leaves every vector orthogonal to $s$ unchanged and sends $s$ to $s+\langle s,s\rangle u$, whose component along $s$ is $(1+\langle s,u\rangle)s$. In a basis made of $s$ and vectors orthogonal to it, the matrix is therefore triangular, with diagonal entries $1+\langle s,u\rangle,1,\dots,1$. Its determinant is $1+\langle s,u\rangle$. Because

$$\langle s,u\rangle=t\,\frac{\langle s,B^{-1}y\rangle-\langle s,s\rangle}{\langle s,s\rangle}=t(c-1),$$

the result is $\det B'=\det B\,\bigl(1+t(c-1)\bigr)$.

```lean
/-- For invertible `B` and nonzero `s`, the relaxed update multiplies the determinant
by `1 + t (c - 1)`. -/
theorem det_relaxedUpdate {B : Matrix n n ℝ} {s : n → ℝ} (hB : B.det ≠ 0) (hs : s ≠ 0)
    (y : n → ℝ) (t : ℝ) :
    (relaxedUpdate B s y t).det = B.det * (1 + t * (secantRatio B s y - 1)) := by
  have hss : s ⬝ᵥ s ≠ 0 := fun h => hs (dotProduct_self_eq_zero.mp h)
  have hmul : ∀ u : n → ℝ, B * vecMulVec u s = vecMulVec (B *ᵥ u) s := by
    intro u
    ext i j
    simp only [Matrix.mul_apply, vecMulVec_apply, Matrix.mulVec, dotProduct, Finset.sum_mul,
      mul_assoc]
  have hu : B *ᵥ ((t / (s ⬝ᵥ s)) • (B⁻¹ *ᵥ y - s)) = (t / (s ⬝ᵥ s)) • (y - B *ᵥ s) := by
    rw [Matrix.mulVec_smul, Matrix.mulVec_sub, Matrix.mulVec_mulVec,
      Matrix.mul_nonsing_inv _ (isUnit_iff_ne_zero.mpr hB), Matrix.one_mulVec]
  -- pull out the old Jacobian on the left
  have hfac : relaxedUpdate B s y t
      = B * (1 + vecMulVec ((t / (s ⬝ᵥ s)) • (B⁻¹ *ᵥ y - s)) s) := by
    rw [mul_add, mul_one, hmul, hu]
    ext i j
    simp only [relaxedUpdate, Matrix.add_apply, Matrix.smul_apply, vecMulVec_apply,
      Pi.smul_apply, smul_eq_mul]
    ring
  have hdot : s ⬝ᵥ ((t / (s ⬝ᵥ s)) • (B⁻¹ *ᵥ y - s)) = t * (secantRatio B s y - 1) := by
    rw [dotProduct_smul, dotProduct_sub, smul_eq_mul, secantRatio]
    linear_combination (-t) * div_self hss
  -- determinant of the identity plus a rank-one matrix
  rw [hfac, Matrix.det_mul, Matrix.vecMulVec_eq Unit,
    Matrix.det_one_add_replicateCol_mul_replicateRow, hdot]
```

Invertibility is expressed as `B.det ≠ 0`. The step `hfac` is the factorisation; it rests on `hmul`, which moves $B$ inside an outer product, and on `hu`, which uses $BB^{-1}=1$. The step `hdot` computes $\langle s,u\rangle$. The last lines apply Mathlib's determinant formula for the identity plus a column times a row, in place of the basis argument above.

With $t=1$ the factor is $c$ itself, so $\det B'=c\det B$. As $\det B\neq0$ and $\langle s,s\rangle\neq0$, the original update is singular exactly when $\langle s,B^{-1}y\rangle=0$.

```lean
/-- For invertible `B` and nonzero `s`, the unrelaxed Broyden update (`t = 1`) is singular
exactly when `s` is orthogonal to `B⁻¹ y`. -/
theorem unrelaxed_singular_iff {B : Matrix n n ℝ} {s : n → ℝ} (hB : B.det ≠ 0) (hs : s ≠ 0)
    (y : n → ℝ) :
    (relaxedUpdate B s y 1).det = 0 ↔ s ⬝ᵥ (B⁻¹ *ᵥ y) = 0 := by
  have hss : s ⬝ᵥ s ≠ 0 := fun h => hs (dotProduct_self_eq_zero.mp h)
  rw [det_relaxedUpdate hB hs, one_mul, add_sub_cancel, secantRatio, mul_eq_zero,
    div_eq_zero_iff]
  tauto
```

This is the failure described at the start: the step associated with $y$ by the old Jacobian has no component along the step actually taken. With a single variable, it happens exactly when the residual did not change at all.

## What the three cases do to the factor

If $|c|\ge d$, then $t=1$ and the factor is $c$, of size $|c|$. Otherwise $|c|<d<1$, so $1-c>0$ and the division is harmless. For $0\le c<d$,

$$1+\frac{1-d}{1-c}(c-1)=1-(1-d)=d,$$

and for $-d<c<0$,

$$1+\frac{1+d}{1-c}(c-1)=1-(1+d)=-d.$$

In every case $|1+t(c-1)|=\max(|c|,d)$.

```lean
/-- For `0 < d < 1`, the chosen relaxation makes the size of the determinant factor
`1 + t (c - 1)` equal to the larger of `|c|` and `d`. -/
theorem abs_factor_eq_max {d : ℝ} (hd : 0 < d) (hd1 : d < 1) (c : ℝ) :
    |1 + relaxation d c * (c - 1)| = max |c| d := by
  unfold relaxation
  split_ifs with h1 h2
  · rw [show (1 : ℝ) + 1 * (c - 1) = c by ring, max_eq_left h1]
  · -- small nonnegative ratio: the factor is `d`
    have h := not_le.mp h1
    have hc : 1 - c ≠ 0 := by linarith [le_abs_self c] |> fun (h : 0 < 1 - c) => h.ne'
    have e : 1 + (1 - d) / (1 - c) * (c - 1) = d := by
      linear_combination -(div_mul_cancel₀ (1 - d) hc)
    rw [e, max_eq_right h.le, abs_of_pos hd]
  · -- small negative ratio: the factor is `-d`
    have h := not_le.mp h1
    have hpos : 0 < 1 - c := by linarith [not_le.mp h2]
    have e : 1 + (1 + d) / (1 - c) * (c - 1) = -d := by
      linear_combination -(div_mul_cancel₀ (1 + d) hpos.ne')
    rw [e, max_eq_right h.le, abs_neg, abs_of_pos hd]
```

The command `split_ifs` produces the same three cases, and the equations named `e` are the two displayed cancellations. The sign of a nonzero $c$ is kept: a factor that is too small is pushed out to $d$ or $-d$ on its own side of zero.

Putting this size into the determinant formula gives

$$|\det B'|=\max(|c|,d)\,|\det B|\ \ge\ d\,|\det B|.$$

```lean
/-- For invertible `B`, nonzero `s` and `0 < d < 1`, the safeguarded update multiplies
`|det B|` by exactly `max |c| d`, so `|det B'|` is at least `d |det B|`. -/
theorem abs_det_safeguardedUpdate {B : Matrix n n ℝ} {s : n → ℝ} {d : ℝ} (hB : B.det ≠ 0)
    (hs : s ≠ 0) (hd : 0 < d) (hd1 : d < 1) (y : n → ℝ) :
    |(safeguardedUpdate B s y d).det| = max |secantRatio B s y| d * |B.det| ∧
      d * |B.det| ≤ |(safeguardedUpdate B s y d).det| := by
  have e : |(safeguardedUpdate B s y d).det| = max |secantRatio B s y| d * |B.det| := by
    rw [safeguardedUpdate, det_relaxedUpdate hB hs, abs_mul, abs_factor_eq_max hd hd1, mul_comm]
  refine ⟨e, ?_⟩
  rw [e]
  exact mul_le_mul_of_nonneg_right (le_max_right _ _) (abs_nonneg _)
```

The theorem states the equality and the bound together, for every vector $y$. It does not require $y$ to be a residual difference or $s$ to solve the quasi-Newton equation. The proof rewrites with `det_relaxedUpdate` and `abs_factor_eq_max` and then uses $\max(|c|,d)\ge d$.

## What happens to the secant condition

Broyden's original update satisfies the secant condition $B's=y$: the new Jacobian reproduces the last observation. A factor $t\neq1$ gives up part of this. How much depends on the distance of $t$ from 1, which is zero in the first case. In the other two,

$$0\le c<d:\quad 0\le 1-t=\frac{d-c}{1-c}\le d,$$

$$-d<c<0:\quad 0\le t-1=\frac{d+c}{1-c}\le d.$$

After multiplication by $1-c>0$, the upper bounds become $dc\le c$ and $c(1+d)\le0$, which hold in their respective cases. Hence $|t-1|\le d$.

```lean
/-- For `0 < d < 1`, the relaxation factor differs from `1` by at most `d`. -/
theorem abs_relaxation_sub_one_le {d : ℝ} (hd : 0 < d) (hd1 : d < 1) (c : ℝ) :
    |relaxation d c - 1| ≤ d := by
  unfold relaxation
  split_ifs with h1 h2
  · simpa using hd.le
  · have hpos : 0 < 1 - c := by linarith [not_le.mp h1, le_abs_self c]
    have lo : 1 - d ≤ (1 - d) / (1 - c) := by
      rw [le_div_iff₀ hpos]
      nlinarith [mul_nonneg h2 (sub_nonneg.mpr hd1.le)]
    have hi : (1 - d) / (1 - c) ≤ 1 := by
      rw [div_le_one hpos]
      linarith [not_le.mp h1, le_abs_self c]
    exact abs_le.mpr ⟨by linarith, by linarith⟩
  · have hc := not_le.mp h2
    have hpos : 0 < 1 - c := by linarith
    have lo : 1 ≤ (1 + d) / (1 - c) := by
      rw [one_le_div hpos]
      linarith [not_le.mp h1, neg_abs_le c]
    have hi : (1 + d) / (1 - c) ≤ 1 + d := by
      rw [div_le_iff₀ hpos]
      nlinarith [mul_pos (neg_pos.mpr hc) (by linarith : 0 < 1 + d)]
    exact abs_le.mpr ⟨by linarith, by linarith⟩
```

In Lean the same inequalities appear as bounds on $t$ itself, named `lo` and `hi`: $1-d\le t\le1$ in the second case and $1\le t\le1+d$ in the third.

Applying the update to $s$ gives

$$B's-y=Bs-y+t(y-Bs)=(1-t)(Bs-y),$$

so the absolute value of each component of the secant defect is at most $d$ times what it was before the update.

```lean
/-- For nonzero `s` and `0 < d < 1`, each component of the secant defect `B' s - y` after the
safeguarded update has absolute value at most `d` times its absolute value before the update. -/
theorem secant_defect_le {s : n → ℝ} {d : ℝ} (hs : s ≠ 0) (hd : 0 < d) (hd1 : d < 1)
    (B : Matrix n n ℝ) (y : n → ℝ) (i : n) :
    |(safeguardedUpdate B s y d *ᵥ s) i - y i| ≤ d * |(B *ᵥ s) i - y i| := by
  have hss : s ⬝ᵥ s ≠ 0 := fun h => hs (dotProduct_self_eq_zero.mp h)
  have key : ∀ (a : ℝ) (w : n → ℝ),
      ((a • vecMulVec w s) *ᵥ s) i = a * w i * (s ⬝ᵥ s) := by
    intro a w
    simp only [Matrix.mulVec, dotProduct, Matrix.smul_apply, vecMulVec_apply, smul_eq_mul,
      Finset.mul_sum]
    exact Finset.sum_congr rfl fun j _ => by ring
  -- the defect is scaled by `1 - t`
  have h : ∀ t : ℝ, (relaxedUpdate B s y t *ᵥ s) i - y i = (1 - t) * ((B *ᵥ s) i - y i) := by
    intro t
    rw [relaxedUpdate, Matrix.add_mulVec, Pi.add_apply, key, Pi.sub_apply]
    linear_combination (y i - (B *ᵥ s) i) * div_mul_cancel₀ t hss
  rw [safeguardedUpdate, h, abs_mul, abs_sub_comm 1 _]
  exact mul_le_mul_of_nonneg_right (abs_relaxation_sub_one_le hd hd1 _) (abs_nonneg _)
```

The auxiliary fact `key` evaluates the rank-one term on $s$, and `h` is the displayed identity for one component `i`. The Lean statement does not assume that $B$ is invertible, because the bound on $|t-1|$ holds for every real value of $c$. For a singular $B$, Lean sets $B^{-1}$ to the zero matrix, which makes $c=0$; on paper, $c$ and the safeguarded update are defined only for invertible $B$.

## A two-component example

The numbers here illustrate the algebra only; they do not describe a density with a fixed number of electrons. Take $d=0.2$ and

$$B=\begin{pmatrix}2&0\\0&1\end{pmatrix},\quad s=\begin{pmatrix}1\\1\end{pmatrix},\quad y=\begin{pmatrix}2\\-1.2\end{pmatrix}.$$

Then $B^{-1}y=(1,-1.2)^T$ and $c=-0.2/2=-0.1$. Since $|c|<d$ and $c<0$, the factor is $t=1.2/1.1=12/11$. With $y-Bs=(0,-2.2)^T$, the original and the safeguarded updates are

$$\begin{pmatrix}2&0\\-1.1&-0.1\end{pmatrix}\quad\text{and}\quad\begin{pmatrix}2&0\\-1.2&-0.2\end{pmatrix}.$$

Their determinants are $-0.2$ and $-0.4$. As $\det B=2$, the original update keeps a tenth of the determinant in absolute value, and the safeguarded one keeps the required fifth. The secant defect goes from $Bs-y=(0,2.2)^T$ to $B's-y=(0,-0.2)^T$, a reduction to $1/11$ of its size, well within the bound $d=1/5$.

## A whole sequence of updates

Let $B_0$ be invertible, and let $B_{k+1}$ be the safeguarded update of $B_k$ with a nonzero step $s_k$ and a vector $y_k$. Write $c_j$ for the ratio formed from $B_j$, $s_j$ and $y_j$. If $B_k$ is invertible, the single-step result gives $|\det B_{k+1}|\ge d\,|\det B_k|>0$, so $B_{k+1}$ is invertible as well and the argument can be repeated. Multiplying the factors gives

$$|\det B_k|=\Bigl(\prod_{j=0}^{k-1}\max(|c_j|,d)\Bigr)|\det B_0|\ \ge\ d^{\,k}\,|\det B_0|.$$

```lean
/-- Start from an invertible `B 0` and apply safeguarded updates with nonzero steps and
`0 < d < 1`. Every `B k` is invertible, `|det (B k)|` is `|det (B 0)|` times the product of the
factors `max |c| d`, and it is at least `d ^ k |det (B 0)|`. -/
theorem det_iteration {B : ℕ → Matrix n n ℝ} {s y : ℕ → n → ℝ} {d : ℝ}
    (h0 : (B 0).det ≠ 0) (hs : ∀ k, s k ≠ 0) (hd : 0 < d) (hd1 : d < 1)
    (hB : ∀ k, B (k + 1) = safeguardedUpdate (B k) (s k) (y k) d) (k : ℕ) :
    (B k).det ≠ 0 ∧
      |(B k).det| = (∏ j ∈ Finset.range k, max |secantRatio (B j) (s j) (y j)| d) * |(B 0).det| ∧
      d ^ k * |(B 0).det| ≤ |(B k).det| := by
  induction k with
  | zero => simp [h0]
  | succ k ih =>
    obtain ⟨hk, he, hl⟩ := ih
    obtain ⟨e1, l1⟩ := abs_det_safeguardedUpdate hk (hs k) hd hd1 (y k)
    rw [← hB k] at e1 l1
    refine ⟨abs_pos.mp ((mul_pos hd (abs_pos.mpr hk)).trans_le l1), ?_, ?_⟩
    · rw [e1, he, Finset.prod_range_succ]
      ring
    · calc d ^ (k + 1) * |(B 0).det| = d * (d ^ k * |(B 0).det|) := by ring
        _ ≤ d * |(B k).det| := mul_le_mul_of_nonneg_left hl hd.le
        _ ≤ |(B (k + 1)).det| := l1

end

end SafeguardedBroyden
```

The sequences `B`, `s` and `y` are functions of the iteration number, and `Finset.range k` runs over $j=0,\dots,k-1$. The proof is an induction on $k$ that carries all three statements together, since the single-step theorem needs the invertibility of $B_k$ before it can be applied. The condition $s_k\neq0$ says that the density actually moves at each iteration.

The lower bound $d^k|\det B_0|$ tends to zero as $k$ grows, so it gives no common floor for arbitrarily long runs. Nor does a nonzero determinant limit the condition number: $\mathrm{diag}(\varepsilon,1/\varepsilon)$ has determinant 1 for every $\varepsilon>0$. Convergence of the SCF cycle is a separate question: no hypothesis here makes the residuals tend to zero.

```lean
#print axioms SafeguardedBroyden.unrelaxed_singular_iff
#print axioms SafeguardedBroyden.abs_det_safeguardedUpdate
#print axioms SafeguardedBroyden.secant_defect_le
#print axioms SafeguardedBroyden.det_iteration
```

```
'SafeguardedBroyden.unrelaxed_singular_iff' depends on axioms: [propext, Classical.choice, Quot.sound]
'SafeguardedBroyden.abs_det_safeguardedUpdate' depends on axioms: [propext, Classical.choice, Quot.sound]
'SafeguardedBroyden.secant_defect_le' depends on axioms: [propext, Classical.choice, Quot.sound]
'SafeguardedBroyden.det_iteration' depends on axioms: [propext, Classical.choice, Quot.sound]
```
